# The smallest trace of a positive definite 2×2 metric under unit-determinant coordinate changes is $2\sqrt{\det g}$

**Q:** Before I argue, what are your symbols?

**A:** At one momentum $k$ of a two-dimensional band, $g$ is the quantum metric, a real symmetric $2\times2$ matrix, and $\Omega$ is the Berry curvature. I normalise them so that the quantum geometric tensor is $g-\tfrac{i}{2}F$, with $F_{01}=-F_{10}=\Omega$ and indices running over 0 and 1. The trace condition $\operatorname{tr}g=|\Omega|$ depends on the coordinates. How small can linear coordinates of unit determinant make the trace?

```lean
import Mathlib

open Matrix

namespace OptimalTraceCoordinates

noncomputable section
```

The columns of $S$ are the new basis vectors; $S$ is not an overlap matrix. A form $B$ becomes $S^TBS$, which the code calls `pullback B S`.

```lean
/-- The bilinear form `B` expressed in new coordinates, where the columns of `S` are the new
basis vectors. -/
def pullback (B S : Matrix (Fin 2) (Fin 2) ℝ) : Matrix (Fin 2) (Fin 2) ℝ := Sᵀ * B * S
```

The same rule applies to the curvature form $F$.

```lean
/-- The antisymmetric Berry curvature form with single independent component `Ω`. -/
def berryForm (Ω : ℝ) : Matrix (Fin 2) (Fin 2) ℝ := !![0, Ω; -Ω, 0]
```

With $p=\sqrt{\sqrt{\det g}/g_{00}}$, the candidate for the best coordinates is
$$S_*=\begin{pmatrix}p&-g_{01}/(g_{00}p)\\0&1/p\end{pmatrix}.$$

```lean
/-- A triangular matrix built from the entries of `g`, meant as a coordinate frame when `g` is
positive definite. -/
def optimalFrame (g : Matrix (Fin 2) (Fin 2) ℝ) : Matrix (Fin 2) (Fin 2) ℝ :=
  !![√(√g.det / g 0 0), -g 0 1 / (g 0 0 * √(√g.det / g 0 0)); 0, 1 / √(√g.det / g 0 0)]
```

**Q:** Why should the determinant control a trace?

**A:** For symmetric $M$, expanding both sides gives
$$(\operatorname{tr}M)^2=4\det M+(M_{00}-M_{11})^2+4M_{01}^2.$$
In Lean, symmetry replaces $M_{10}$ by $M_{01}$ and `ring` does the expansion.

```lean
/-- For a symmetric 2 by 2 form, the squared trace exceeds four times the determinant by a sum of
squares that measures the anisotropy. -/
theorem trace_sq_eq {M : Matrix (Fin 2) (Fin 2) ℝ} (hM : M.IsSymm) :
    M.trace ^ 2 = 4 * M.det + (M 0 0 - M 1 1) ^ 2 + 4 * (M 0 1) ^ 2 := by
  have h : M 1 0 = M 0 1 := hM.apply 0 1
  rw [Matrix.trace_fin_two, Matrix.det_fin_two, h]
  ring
```

Now put $M=S^TgS$ with $\det S=1$. It is symmetric, and $\det M=(\det S)^2\det g=\det g$. The hypothesis `g.PosDef` supplies the symmetry of $g$ as well as its positivity.

```lean
/-- A positive definite metric, seen in coordinates of unit determinant, satisfies the trace
identity with its original determinant. -/
theorem trace_pullback_sq {g S : Matrix (Fin 2) (Fin 2) ℝ} (hg : g.PosDef) (hS : S.det = 1) :
    (pullback g S).trace ^ 2 = 4 * g.det
      + (pullback g S 0 0 - pullback g S 1 1) ^ 2 + 4 * (pullback g S 0 1) ^ 2 := by
  have hs : g.IsSymm :=
    Matrix.IsSymm.ext fun i j => by simpa using hg.isHermitian.apply i j
  have hM : (pullback g S).IsSymm := by
    unfold Matrix.IsSymm pullback
    rw [Matrix.transpose_mul, Matrix.transpose_mul, Matrix.transpose_transpose, hs.eq,
      Matrix.mul_assoc]
  have hdet : (pullback g S).det = g.det := by
    rw [pullback, Matrix.det_mul, Matrix.det_mul, Matrix.det_transpose, hS, one_mul, mul_one]
  rw [trace_sq_eq hM, hdet]
```

**Q:** That bounds the square. The trace could still be negative.

**A:** Complete the square. A column $(x,y)$ of $S$ contributes $g_{00}x^2+2g_{01}xy+g_{11}y^2$ to the trace, and $g_{00}$ times this is $(g_{00}x+g_{01}y)^2+\det g\,y^2\ge0$. Since $g_{00}>0$, the trace is nonnegative, so $\operatorname{tr}M\ge2\sqrt{\det g}$. In the code, `key` is this identity summed over both columns; `nlinarith` then refutes a smaller trace by comparing squares.

```lean
/-- In any coordinates of unit determinant, the trace of a positive definite metric is at least
twice the square root of its determinant. -/
theorem two_sqrt_det_le_trace {g S : Matrix (Fin 2) (Fin 2) ℝ} (hg : g.PosDef)
    (hS : S.det = 1) : 2 * √g.det ≤ (pullback g S).trace := by
  have h10 : g 1 0 = g 0 1 := by simpa using hg.isHermitian.apply 0 1
  have ha : 0 < g 0 0 := hg.diag_pos
  have hd : 0 < g.det := hg.det_pos
  -- completing the square shows that the trace is nonnegative
  have key : g 0 0 * (pullback g S).trace =
      (g 0 0 * S 0 0 + g 0 1 * S 1 0) ^ 2 + g.det * (S 1 0) ^ 2
        + (g 0 0 * S 0 1 + g 0 1 * S 1 1) ^ 2 + g.det * (S 1 1) ^ 2 := by
    simp only [pullback, Matrix.trace_fin_two, Matrix.det_fin_two, Matrix.mul_apply,
      Fin.sum_univ_two, Matrix.transpose_apply, h10]
    ring
  have ht : 0 ≤ (pullback g S).trace := by
    refine le_of_mul_le_mul_left ?_ ha
    rw [mul_zero, key]
    positivity
  -- compare squares
  have hsq := trace_pullback_sq hg hS
  have hr := Real.sq_sqrt hd.le
  have hr0 := Real.sqrt_nonneg g.det
  by_contra hlt
  push Not at hlt
  nlinarith [sq_nonneg (pullback g S 0 0 - pullback g S 1 1), sq_nonneg (pullback g S 0 1),
    mul_nonneg ht (sub_nonneg.2 hlt.le), mul_pos (sub_pos.2 hlt) (sub_pos.2 hlt)]
```

Equality forces $M_{00}=M_{11}$ and $M_{01}=0$, hence $M=\sqrt{\det g}\,I$, where $I$ is the identity matrix, written `1` in Lean. Conversely, that matrix has trace $2\sqrt{\det g}$.

```lean
/-- For a positive definite metric and coordinates of unit determinant, the lower bound on the
trace is reached exactly when the metric becomes isotropic. -/
theorem trace_eq_iff_isotropic {g S : Matrix (Fin 2) (Fin 2) ℝ} (hg : g.PosDef)
    (hS : S.det = 1) :
    (pullback g S).trace = 2 * √g.det ↔ pullback g S = √g.det • 1 := by
  constructor
  · intro h
    have hsq := trace_pullback_sq hg hS
    have hr := Real.sq_sqrt hg.det_pos.le
    have hs : (pullback g S).IsSymm := by
      have hs : g.IsSymm :=
        Matrix.IsSymm.ext fun i j => by simpa using hg.isHermitian.apply i j
      unfold Matrix.IsSymm pullback
      rw [Matrix.transpose_mul, Matrix.transpose_mul, Matrix.transpose_transpose, hs.eq,
        Matrix.mul_assoc]
    have h10 : pullback g S 1 0 = pullback g S 0 1 := hs.apply 0 1
    rw [h] at hsq
    -- both anisotropy terms vanish
    have h1 : pullback g S 0 0 - pullback g S 1 1 = 0 := (pow_eq_zero_iff two_ne_zero).1 (by
      nlinarith [sq_nonneg (pullback g S 0 0 - pullback g S 1 1), sq_nonneg (pullback g S 0 1)])
    have h2 : pullback g S 0 1 = 0 := (pow_eq_zero_iff two_ne_zero).1 (by
      nlinarith [sq_nonneg (pullback g S 0 0 - pullback g S 1 1), sq_nonneg (pullback g S 0 1)])
    rw [Matrix.trace_fin_two] at h
    have h00 : pullback g S 0 0 = √g.det := by linarith
    have h11 : pullback g S 1 1 = √g.det := by linarith
    ext i j
    fin_cases i <;> fin_cases j <;> simp [h00, h11, h10, h2]
  · intro h
    rw [h, Matrix.trace_smul, Matrix.trace_one, Fintype.card_fin, smul_eq_mul]
    push_cast
    ring
```

**Q:** Is the bound reached?

**A:** Yes, by $S_*$. Its determinant is $p\cdot1/p=1$, and
$$M_{00}=p^2g_{00}=\sqrt{\det g},\qquad M_{01}=-g_{01}+g_{01}=0,$$
$$M_{11}=\frac{g_{11}-g_{01}^2/g_{00}}{p^2}=\frac{\det g}{g_{00}p^2}=\sqrt{\det g}.$$
Lean writes $g_{11}$ in terms of $p$, $g_{00}$ and $g_{01}$, then clears denominators with `field_simp`.

```lean
/-- For a positive definite metric, the adapted frame has unit determinant and reaches the lower
bound on the trace. -/
theorem optimalFrame_spec {g : Matrix (Fin 2) (Fin 2) ℝ} (hg : g.PosDef) :
    (optimalFrame g).det = 1 ∧ (pullback g (optimalFrame g)).trace = 2 * √g.det := by
  have h10 : g 1 0 = g 0 1 := by simpa using hg.isHermitian.apply 0 1
  have ha : 0 < g 0 0 := hg.diag_pos
  have hd : 0 < g.det := hg.det_pos
  have e00 : optimalFrame g 0 0 = √(√g.det / g 0 0) := rfl
  have e01 : optimalFrame g 0 1 = -g 0 1 / (g 0 0 * √(√g.det / g 0 0)) := rfl
  have e10 : optimalFrame g 1 0 = 0 := rfl
  have e11 : optimalFrame g 1 1 = 1 / √(√g.det / g 0 0) := rfl
  obtain ⟨p, hp⟩ : ∃ p, p = √(√g.det / g 0 0) := ⟨_, rfl⟩
  have hp0 : p ≠ 0 := by
    rw [hp]
    exact (Real.sqrt_pos.2 (div_pos (Real.sqrt_pos.2 hd) ha)).ne'
  have ha0 : g 0 0 ≠ 0 := ha.ne'
  have hs : √g.det = p ^ 2 * g 0 0 := by
    rw [hp, Real.sq_sqrt (div_nonneg (Real.sqrt_nonneg _) ha.le), div_mul_cancel₀ _ ha0]
  -- express the last metric component through the scale `p`
  have hc : g 1 1 = (p ^ 4 * g 0 0 ^ 2 + g 0 1 ^ 2) / g 0 0 := by
    have h := Real.sq_sqrt hd.le
    rw [hs, Matrix.det_fin_two, h10] at h
    rw [eq_div_iff ha0]
    linear_combination -h
  rw [← hp] at e00 e01 e11
  constructor
  · rw [Matrix.det_fin_two, e00, e01, e10, e11, mul_zero, sub_zero, mul_one_div_cancel hp0]
  · rw [hs]
    simp only [pullback, Matrix.trace_fin_two, Matrix.mul_apply, Fin.sum_univ_two,
      Matrix.transpose_apply, e00, e01, e10, e11, h10, hc]
    field_simp
    ring
```

In the main theorem, `IsLeast` says that $2\sqrt{\det g}$ belongs to the set of traces with $\det S=1$ and is a lower bound for it. The two parts come from $S_*$ and from the inequality.

```lean
/-- Over all linear coordinates of unit determinant, the trace of a positive definite metric
attains its minimum, which is twice the square root of the determinant. -/
theorem isLeast_trace {g : Matrix (Fin 2) (Fin 2) ℝ} (hg : g.PosDef) :
    IsLeast ((fun S => (pullback g S).trace) '' {S | S.det = 1}) (2 * √g.det) := by
  refine ⟨⟨optimalFrame g, (optimalFrame_spec hg).1, (optimalFrame_spec hg).2⟩, ?_⟩
  rintro _ ⟨S, hS, rfl⟩
  exact two_sqrt_det_le_trace hg hS
```

**Q:** Give me numbers.

**A:** Take $g=\begin{pmatrix}1&1\\1&2\end{pmatrix}$, with trace 3 and determinant 1. Then $p=1$, $S_*=\begin{pmatrix}1&-1\\0&1\end{pmatrix}$, and $S_*^TgS_*=I$, with trace 2. If $\Omega=2$, the trace condition fails in the old coordinates and holds in the new ones.

**Q:** Provided the curvature stays put.

**A:** It does: $(S^TFS)_{01}=\Omega(S_{00}S_{11}-S_{10}S_{01})=\Omega\det S$. Lean checks all four entries.

```lean
/-- A linear change of coordinates multiplies the Berry curvature form by its determinant. -/
theorem pullback_berryForm (Ω : ℝ) (S : Matrix (Fin 2) (Fin 2) ℝ) :
    pullback (berryForm Ω) S = S.det • berryForm Ω := by
  ext i j
  fin_cases i <;> fin_cases j <;>
    simp [pullback, berryForm, Matrix.mul_apply, Fin.sum_univ_two, Matrix.det_fin_two] <;> ring
```

The next theorem assumes $\Omega^2\le4\det g$, which physically expresses the positivity of the quantum geometric tensor. If some $S$ satisfies the trace condition, then $2\sqrt{\det g}\le|\Omega|$, and the assumption forces $4\det g=\Omega^2$. Conversely, that equality gives $2\sqrt{\det g}=|\Omega|$, and $S_*$ works.

```lean
/-- Let a positive definite metric and a Berry curvature obey `Ω² ≤ 4 det g`. Some coordinates of
unit determinant make the trace equal to the absolute curvature exactly when `4 det g = Ω²`. -/
theorem trace_condition_iff {g : Matrix (Fin 2) (Fin 2) ℝ} (hg : g.PosDef) {Ω : ℝ}
    (hQ : Ω ^ 2 ≤ 4 * g.det) :
    (∃ S : Matrix (Fin 2) (Fin 2) ℝ, S.det = 1 ∧
      (pullback g S).trace = |pullback (berryForm Ω) S 0 1|) ↔ 4 * g.det = Ω ^ 2 := by
  have hcurv : ∀ S : Matrix (Fin 2) (Fin 2) ℝ, S.det = 1 →
      pullback (berryForm Ω) S 0 1 = Ω := by
    intro S hS
    rw [pullback_berryForm, hS, one_smul]
    rfl
  constructor
  · rintro ⟨S, hS, h⟩
    have hle := two_sqrt_det_le_trace hg hS
    rw [h, hcurv S hS] at hle
    have hr := Real.sq_sqrt hg.det_pos.le
    have hr0 := Real.sqrt_nonneg g.det
    nlinarith [sq_abs Ω, abs_nonneg Ω]
  · intro h
    obtain ⟨h1, h2⟩ := optimalFrame_spec hg
    refine ⟨optimalFrame g, h1, ?_⟩
    have hd : g.det = (|Ω| / 2) ^ 2 := by
      rw [div_pow, sq_abs]
      linarith
    rw [h2, hcurv _ h1, hd, Real.sqrt_sq (by positivity)]
    ring
```

**Q:** So a band with $4\det g=\Omega^2$ everywhere meets the trace condition at every $k$ in suitable linear coordinates?

**A:** Only if one $S$ serves every $k$, and that step is missing: the theorem treats a single momentum. Within that pointwise, single-particle limit, it bears on the search for flat bands resembling a Landau level, by separating a poor choice of coordinates from a real failure of the determinant condition.

**Q:** And if the metric is only semidefinite?

**A:** Then the minimum can disappear. For $g=\operatorname{diag}(1,0)$ the trace is $S_{00}^2+S_{01}^2$. It is positive, because a zero first row would give $\det S=0$. Yet $S=\operatorname{diag}(\sqrt{\varepsilon/2},1/\sqrt{\varepsilon/2})$ brings it down to $\varepsilon/2$ for any $\varepsilon>0$.

```lean
/-- For the degenerate metric `diag(1, 0)`, the trace in coordinates of unit determinant is always
positive but can be made smaller than any positive number. -/
theorem degenerate_not_attained :
    (∀ S : Matrix (Fin 2) (Fin 2) ℝ, S.det = 1 → 0 < (pullback !![1, 0; 0, 0] S).trace) ∧
    ∀ ε : ℝ, 0 < ε → ∃ S : Matrix (Fin 2) (Fin 2) ℝ,
      S.det = 1 ∧ (pullback !![1, 0; 0, 0] S).trace < ε := by
  have key : ∀ S : Matrix (Fin 2) (Fin 2) ℝ,
      (pullback !![1, 0; 0, 0] S).trace = S 0 0 ^ 2 + S 0 1 ^ 2 := by
    intro S
    simp [pullback, Matrix.trace_fin_two, Matrix.mul_apply, Fin.sum_univ_two]
    ring
  constructor
  · intro S hS
    rw [key]
    by_contra h
    -- a vanishing first row contradicts unit determinant
    have h0 : S 0 0 = 0 := (pow_eq_zero_iff two_ne_zero).1 (by
      linarith [sq_nonneg (S 0 0), sq_nonneg (S 0 1)])
    have h1 : S 0 1 = 0 := (pow_eq_zero_iff two_ne_zero).1 (by
      linarith [sq_nonneg (S 0 0), sq_nonneg (S 0 1)])
    rw [Matrix.det_fin_two, h0, h1] at hS
    norm_num at hS
  · intro ε hε
    have hp : √(ε / 2) ≠ 0 := (Real.sqrt_pos.2 (half_pos hε)).ne'
    refine ⟨!![√(ε / 2), 0; 0, 1 / √(ε / 2)], ?_, ?_⟩
    · rw [Matrix.det_fin_two_of, mul_zero, sub_zero, mul_one_div_cancel hp]
    · rw [key]
      change √(ε / 2) ^ 2 + (0 : ℝ) ^ 2 < ε
      rw [Real.sq_sqrt (half_pos hε).le]
      linarith

end

end OptimalTraceCoordinates
```

```lean
#print axioms OptimalTraceCoordinates.two_sqrt_det_le_trace
-- 'OptimalTraceCoordinates.two_sqrt_det_le_trace' depends on axioms: [propext, Classical.choice, Quot.sound]
#print axioms OptimalTraceCoordinates.isLeast_trace
-- 'OptimalTraceCoordinates.isLeast_trace' depends on axioms: [propext, Classical.choice, Quot.sound]
#print axioms OptimalTraceCoordinates.trace_condition_iff
-- 'OptimalTraceCoordinates.trace_condition_iff' depends on axioms: [propext, Classical.choice, Quot.sound]
#print axioms OptimalTraceCoordinates.degenerate_not_attained
-- 'OptimalTraceCoordinates.degenerate_not_attained' depends on axioms: [propext, Classical.choice, Quot.sound]
```

**Q:** What if the coordinates change area?

**A:** For positive definite $g$ and fixed $\det S=c$, the same argument by hand uses $\det M=c^2\det g$ and gives the minimum $2|c|\sqrt{\det g}$.
